# Unitary rotations within the occupied and within the virtual orbitals leave the MP2 energy unchanged

**Q:** I converge a Hartree–Fock calculation on a molecule and then localise the occupied orbitals into bonds and lone pairs. The determinant changes by a phase at most, but the Fock matrix is no longer diagonal, and the usual MP2 formula with its orbital-energy denominators no longer applies. Which equations replace it, and do they give the same energy?

**A:** The amplitudes now solve a coupled linear system. Let $i,j,k$ label occupied and $a,b,c$ virtual spin orbitals. Let $F$ and $G$ be the occupied and virtual Fock blocks, $A_{ab,ij}=\langle ab||ij\rangle$ the antisymmetrised integrals, and $T_{ab,ij}$ the amplitudes. The noncanonical equations are $R=0$, with

$$R_{ab,ij}=A_{ab,ij}+\sum_c\left(G_{ac}T_{cb,ij}+G_{bc}T_{ac,ij}\right)-\sum_k\left(T_{ab,kj}F_{ki}+T_{ab,ik}F_{kj}\right),$$

and the energy is $E=\tfrac14\sum_{ab,ij}A_{ab,ij}^*T_{ab,ij}$. Given a solution in one set of orbitals, its rotated amplitudes solve the equations in the other set, with the same $E$.

**Q:** Show me by hand, before any code.

**A:** Read $A$ and $T$ as matrices whose rows are virtual pairs and whose columns are occupied pairs. Define $P(F)=F\otimes1+1\otimes F$, the Fock operator of two independent electrons. Since $(F\otimes 1)_{kl,ij}=F_{ki}\delta_{lj}$, and similarly for the other terms, the four sums are matrix products:

$$R=A+P(G)\,T-T\,P(F).$$

Now rotate the occupied orbitals by a unitary $U$, $\phi'_i=\sum_k\phi_kU_{ki}$, and the virtual ones by a unitary $V$. Write $W_U=U\otimes U$ and $W_V=V\otimes V$, which are again unitary. Bra indices acquire conjugated coefficients and ket indices plain ones, so

$$F'=U^\dagger FU,\quad G'=V^\dagger GV,\quad A'=W_V^\dagger AW_U,\quad T'=W_V^\dagger TW_U.$$

Because $U^\dagger U=1$,

$$W_U^\dagger P(F)W_U=U^\dagger FU\otimes U^\dagger U+U^\dagger U\otimes U^\dagger FU=P(F'),$$

and likewise for $G$. The residual in the new orbitals is therefore

$$R'=W_V^\dagger AW_U+W_V^\dagger P(G)W_VW_V^\dagger TW_U-W_V^\dagger TW_UW_U^\dagger P(F)W_U=W_V^\dagger RW_U.$$

If $R=0$, then $R'=0$. Conversely, $R=W_VR'W_U^\dagger$, so $R'=0$ gives $R=0$. For the energy, $E=\tfrac14\operatorname{tr}(A^\dagger T)$, and

$$\operatorname{tr}(A'^\dagger T')=\operatorname{tr}(W_U^\dagger A^\dagger W_VW_V^\dagger TW_U)=\operatorname{tr}(A^\dagger TW_UW_U^\dagger)=\operatorname{tr}(A^\dagger T).$$

**Q:** Fine. My doubt is whether the formal version speaks about these objects. What are the orbitals there?

**A:** They appear only as index sets: `o` for occupied and `v` for virtual spin orbitals, both finite. The scalars `𝕜` are real or complex, and in the real case the unitary matrices are the orthogonal ones.

In Lean 4 with Mathlib:

```lean
import Mathlib

open Matrix
open scoped Kronecker

namespace MP2OrbitalInvariance

noncomputable section

variable {𝕜 : Type*} [RCLike 𝕜]
variable {n o v : Type*} [Fintype n] [DecidableEq n]
  [Fintype o] [DecidableEq o] [Fintype v] [DecidableEq v]
```

The residual is written with the explicit sums above, not in the compact matrix form. `ab.1` and `ab.2` are the two members of a virtual pair, and `ij.1` and `ij.2` those of an occupied pair.

```lean
/-- Left-hand side of the noncanonical MP2 equations, with occupied Fock block `F`, virtual
Fock block `G`, integrals `A` and amplitudes `T`; rows are virtual pairs, columns occupied pairs. -/
def residual (F : Matrix o o 𝕜) (G : Matrix v v 𝕜) (A T : Matrix (v × v) (o × o) 𝕜) :
    Matrix (v × v) (o × o) 𝕜 :=
  Matrix.of fun ab ij =>
    A ab ij + (∑ c, G ab.1 c * T (c, ab.2) ij + ∑ c, G ab.2 c * T (ab.1, c) ij)
      - (∑ k, T ab (k, ij.2) * F k ij.1 + ∑ k, T ab (ij.1, k) * F k ij.2)
```

**Q:** And the energy, with its factor of one quarter?

**A:** That is the spin-orbital convention: the sum runs over all ordered pairs, so each distinct double excitation is counted four times. `star` is complex conjugation.

```lean
/-- The MP2 energy: one quarter of the sum of conjugated integrals times amplitudes. -/
def mp2Energy (A T : Matrix (v × v) (o × o) 𝕜) : 𝕜 :=
  (1 / 4) * ∑ ab, ∑ ij, star (A ab ij) * T ab ij
```

**Q:** You could hide the whole result in the definition of "rotated".

**A:** Then check the definitions against the change of basis. `rotFock` is $U^\dagger FU$, and `rotPair` is $W_V^\dagger AW_U$, which in components reads $A'_{ab,ij}=\sum V_{ca}^*V_{db}^*A_{cd,kl}U_{ki}U_{lj}$, summed over $c,d,k,l$. This is what one gets by expanding the new orbitals in the integrals.

```lean
/-- A Fock block in the orbitals rotated by `U`. -/
def rotFock (U F : Matrix n n 𝕜) : Matrix n n 𝕜 := Uᴴ * F * U

/-- Integrals or amplitudes after rotating virtual orbitals by `V` and occupied ones by `U`. -/
def rotPair (V : Matrix v v 𝕜) (U : Matrix o o 𝕜) (A : Matrix (v × v) (o × o) 𝕜) :
    Matrix (v × v) (o × o) 𝕜 :=
  (V ⊗ₖ V)ᴴ * A * (U ⊗ₖ U)
```

The operator $P$ is called `pairFock`.

```lean
/-- The Fock operator of two independent electrons, the sum of the one-electron operators. -/
def pairFock (F : Matrix n n 𝕜) : Matrix (n × n) (n × n) 𝕜 := F ⊗ₖ 1 + 1 ⊗ₖ F
```

**Q:** What physics has been left out?

**A:** The amplitude equations and the energy expression are taken as definitions, not derived from perturbation theory. There is no occupied–virtual Fock block. It vanishes for converged closed-shell restricted or unrestricted Hartree–Fock orbitals; for other references, including restricted open-shell Hartree–Fock, single excitations can contribute at second order, and this model has no such term. Rotations that mix occupied with virtual orbitals are excluded too, since they change the reference determinant. On the other hand, the invariance theorem asks for neither Hermitian Fock blocks nor antisymmetric $A$ and $T$, so the physical arrays are a special case.

**Q:** How does the proof get from explicit sums to matrix products?

**A:** Entry by entry. In the next theorem, `h1` to `h4` evaluate the four products. Each sum over a pair index splits into two single sums, and the identity factor removes one of them.

```lean
/-- The MP2 residual is the integrals plus the virtual pair Fock operator acting on the
amplitudes from the left, minus the occupied one acting from the right. -/
theorem residual_eq (F : Matrix o o 𝕜) (G : Matrix v v 𝕜) (A T : Matrix (v × v) (o × o) 𝕜) :
    residual F G A T = A + pairFock G * T - T * pairFock F := by
  ext ⟨a, b⟩ ⟨i, j⟩
  have h1 : ((G ⊗ₖ (1 : Matrix v v 𝕜)) * T) (a, b) (i, j) = ∑ c, G a c * T (c, b) (i, j) := by
    rw [Matrix.mul_apply, Fintype.sum_prod_type]
    simp [Matrix.one_apply]
  have h2 : (((1 : Matrix v v 𝕜) ⊗ₖ G) * T) (a, b) (i, j) = ∑ c, G b c * T (a, c) (i, j) := by
    rw [Matrix.mul_apply, Fintype.sum_prod_type_right]
    simp [Matrix.one_apply]
  have h3 : (T * (F ⊗ₖ (1 : Matrix o o 𝕜))) (a, b) (i, j) = ∑ k, T (a, b) (k, j) * F k i := by
    rw [Matrix.mul_apply, Fintype.sum_prod_type]
    simp [Matrix.one_apply]
  have h4 : (T * ((1 : Matrix o o 𝕜) ⊗ₖ F)) (a, b) (i, j) = ∑ k, T (a, b) (i, k) * F k j := by
    rw [Matrix.mul_apply, Fintype.sum_prod_type_right]
    simp [Matrix.one_apply]
  simp only [residual, pairFock, Matrix.of_apply, Matrix.add_mul, Matrix.mul_add,
    Matrix.sub_apply, Matrix.add_apply, h1, h2, h3, h4]
```

Next come the two facts about pair rotations: $W_UW_U^\dagger=1$, and $P(F')=W_U^\dagger P(F)W_U$. Both use the rule $(A\otimes B)(C\otimes D)=AC\otimes BD$, which is `mul_kronecker_mul`.

```lean
/-- Rotating both electrons by the same unitary is a unitary operation on pairs. -/
theorem pair_unitary {U : Matrix n n 𝕜} (hU : U ∈ unitaryGroup n 𝕜) :
    (U ⊗ₖ U) * (U ⊗ₖ U)ᴴ = 1 := by
  have h : U * Uᴴ = 1 := mem_unitaryGroup_iff.mp hU
  rw [conjTranspose_kronecker, ← mul_kronecker_mul, h, one_kronecker_one]

/-- Under a unitary orbital rotation, the pair Fock operator of the rotated Fock block is the
rotated pair Fock operator. -/
theorem pairFock_rot {U : Matrix n n 𝕜} (hU : U ∈ unitaryGroup n 𝕜) (F : Matrix n n 𝕜) :
    pairFock (rotFock U F) = (U ⊗ₖ U)ᴴ * pairFock F * (U ⊗ₖ U) := by
  have h : Uᴴ * U = 1 := mem_unitaryGroup_iff'.mp hU
  simp only [pairFock, rotFock, conjTranspose_kronecker, Matrix.mul_add, Matrix.add_mul,
    ← mul_kronecker_mul, Matrix.mul_one, h]
```

**Q:** So the transformation of the residual is just cancellation?

**A:** Yes. `h1` removes $W_VW_V^\dagger$ between $P(G)$ and $T$, and `h2` removes $W_UW_U^\dagger$ between $T$ and $P(F)$. The last line collects the three terms into $W_V^\dagger RW_U$.

```lean
/-- Under unitary rotations within the occupied and within the virtual orbitals, the MP2
residual transforms in the same way as the integrals. -/
theorem residual_rot {U : Matrix o o 𝕜} {V : Matrix v v 𝕜} (hU : U ∈ unitaryGroup o 𝕜)
    (hV : V ∈ unitaryGroup v 𝕜) (F : Matrix o o 𝕜) (G : Matrix v v 𝕜)
    (A T : Matrix (v × v) (o × o) 𝕜) :
    residual (rotFock U F) (rotFock V G) (rotPair V U A) (rotPair V U T)
      = rotPair V U (residual F G A T) := by
  -- the inner rotations cancel in each product
  have h1 : (V ⊗ₖ V)ᴴ * pairFock G * (V ⊗ₖ V) * ((V ⊗ₖ V)ᴴ * T * (U ⊗ₖ U))
      = (V ⊗ₖ V)ᴴ * (pairFock G * T) * (U ⊗ₖ U) := by
    calc _ = (V ⊗ₖ V)ᴴ * pairFock G * ((V ⊗ₖ V) * (V ⊗ₖ V)ᴴ) * T * (U ⊗ₖ U) := by
          simp only [Matrix.mul_assoc]
      _ = _ := by rw [pair_unitary hV, Matrix.mul_one, Matrix.mul_assoc (V ⊗ₖ V)ᴴ]
  have h2 : (V ⊗ₖ V)ᴴ * T * (U ⊗ₖ U) * ((U ⊗ₖ U)ᴴ * pairFock F * (U ⊗ₖ U))
      = (V ⊗ₖ V)ᴴ * (T * pairFock F) * (U ⊗ₖ U) := by
    calc _ = (V ⊗ₖ V)ᴴ * T * ((U ⊗ₖ U) * (U ⊗ₖ U)ᴴ) * pairFock F * (U ⊗ₖ U) := by
          simp only [Matrix.mul_assoc]
      _ = _ := by rw [pair_unitary hU, Matrix.mul_one, Matrix.mul_assoc (V ⊗ₖ V)ᴴ]
  rw [residual_eq, residual_eq, pairFock_rot hU, pairFock_rot hV]
  unfold rotPair
  rw [h1, h2, Matrix.mul_sub, Matrix.mul_add, Matrix.sub_mul, Matrix.add_mul]
```

For the energy, `htr` rewrites the double sum as a trace. The virtual rotations then cancel in the middle, `Matrix.trace_mul_comm` moves a factor around the trace, and the occupied rotations cancel.

```lean
/-- The MP2 energy expression is unchanged when integrals and amplitudes are rotated together
by unitaries on the occupied and on the virtual orbitals. -/
theorem mp2Energy_rot {U : Matrix o o 𝕜} {V : Matrix v v 𝕜} (hU : U ∈ unitaryGroup o 𝕜)
    (hV : V ∈ unitaryGroup v 𝕜) (A T : Matrix (v × v) (o × o) 𝕜) :
    mp2Energy (rotPair V U A) (rotPair V U T) = mp2Energy A T := by
  -- the energy is a trace, and the trace is cyclic
  have htr : ∀ B S : Matrix (v × v) (o × o) 𝕜,
      mp2Energy B S = (1 / 4) * Matrix.trace (Bᴴ * S) := by
    intro B S
    simp only [mp2Energy, Matrix.trace, Matrix.diag_apply, Matrix.mul_apply,
      Matrix.conjTranspose_apply]
    rw [Finset.sum_comm]
  rw [htr, htr]
  congr 1
  simp only [rotPair, conjTranspose_mul, conjTranspose_conjTranspose, Matrix.mul_assoc]
  rw [← Matrix.mul_assoc (V ⊗ₖ V), pair_unitary hV, Matrix.one_mul, Matrix.trace_mul_comm]
  simp only [Matrix.mul_assoc]
  rw [pair_unitary hU, Matrix.mul_one]
```

**Q:** Now the main statement, in words.

**A:** For all unitary $U$ and $V$ and all $F,G,A,T$ of matching sizes, $T$ solves the original equations if and only if $T'$ solves the rotated ones, and the energy computed from $A',T'$ equals that from $A,T$. The hypotheses `hU` and `hV` say that the new orbitals are orthonormal when the old ones are. The forward direction inserts $R=0$ into $W_V^\dagger RW_U$; the `calc` block in the other direction is $R=W_VR'W_U^\dagger$.

```lean
/-- Orbital invariance of MP2: under unitary rotations within the occupied and within the virtual
orbitals, amplitudes solve the noncanonical MP2 equations exactly when the rotated amplitudes
solve the rotated equations, and the energy is the same. -/
theorem mp2_orbital_invariance {U : Matrix o o 𝕜} {V : Matrix v v 𝕜}
    (hU : U ∈ unitaryGroup o 𝕜) (hV : V ∈ unitaryGroup v 𝕜)
    (F : Matrix o o 𝕜) (G : Matrix v v 𝕜) (A T : Matrix (v × v) (o × o) 𝕜) :
    (residual F G A T = 0 ↔
      residual (rotFock U F) (rotFock V G) (rotPair V U A) (rotPair V U T) = 0) ∧
    mp2Energy (rotPair V U A) (rotPair V U T) = mp2Energy A T := by
  refine ⟨?_, mp2Energy_rot hU hV A T⟩
  rw [residual_rot hU hV]
  constructor
  · intro h
    rw [h, rotPair, Matrix.mul_zero, Matrix.zero_mul]
  · intro h
    -- undo the rotation
    calc residual F G A T
        = ((V ⊗ₖ V) * (V ⊗ₖ V)ᴴ) * residual F G A T * ((U ⊗ₖ U) * (U ⊗ₖ U)ᴴ) := by
          rw [pair_unitary hV, pair_unitary hU, Matrix.one_mul, Matrix.mul_one]
      _ = (V ⊗ₖ V) * rotPair V U (residual F G A T) * (U ⊗ₖ U)ᴴ := by
          simp only [rotPair, Matrix.mul_assoc]
      _ = 0 := by rw [h, Matrix.mul_zero, Matrix.zero_mul]
```

**Q:** This compares one set of orbitals with another. It doesn't yet say that my localised calculation reproduces the textbook sum.

**A:** That takes rotations that lead back to canonical orbitals. Suppose $F'$ and $G'$ are diagonal with real orbital energies $e_i$ and $\varepsilon_a$. The denominator is $\Delta_{ab,ij}=\varepsilon_a+\varepsilon_b-e_i-e_j$.

```lean
/-- The orbital-energy denominator: two virtual energies minus two occupied energies. -/
def orbitalGap (e : o → ℝ) (ε : v → ℝ) (ab : v × v) (ij : o × o) : ℝ :=
  ε ab.1 + ε ab.2 - e ij.1 - e ij.2
```

With diagonal blocks each sum in the residual keeps one term, and the equations decouple into $A'_{ab,ij}+\Delta_{ab,ij}T'_{ab,ij}=0$. If no $\Delta_{ab,ij}$ vanishes,

$$T'_{ab,ij}=-\frac{A'_{ab,ij}}{\Delta_{ab,ij}},\qquad E=-\frac14\sum_{ab,ij}\frac{|A'_{ab,ij}|^2}{\Delta_{ab,ij}}.$$

The left side of the energy equation in the theorem is `mp2Energy A T`, computed in your localised orbitals; the right side uses canonical ones.

```lean
/-- If unitary rotations diagonalise both Fock blocks and no orbital-energy denominator vanishes,
a noncanonical solution rotates into the canonical MP2 amplitudes, and its energy is the
canonical MP2 sum. -/
theorem noncanonical_eq_canonical {U : Matrix o o 𝕜} {V : Matrix v v 𝕜}
    (hU : U ∈ unitaryGroup o 𝕜) (hV : V ∈ unitaryGroup v 𝕜)
    {F : Matrix o o 𝕜} {G : Matrix v v 𝕜} {A T : Matrix (v × v) (o × o) 𝕜}
    {e : o → ℝ} {ε : v → ℝ}
    (hF : rotFock U F = Matrix.diagonal fun i => (e i : 𝕜))
    (hG : rotFock V G = Matrix.diagonal fun a => (ε a : 𝕜))
    (hgap : ∀ ab ij, orbitalGap e ε ab ij ≠ 0) (hT : residual F G A T = 0) :
    (∀ ab ij, rotPair V U T ab ij = -rotPair V U A ab ij / (orbitalGap e ε ab ij : 𝕜)) ∧
    mp2Energy A T =
      -(1 / 4) * ∑ ab, ∑ ij, ((‖rotPair V U A ab ij‖ ^ 2 / orbitalGap e ε ab ij : ℝ) : 𝕜) := by
  have h' := (mp2_orbital_invariance hU hV F G A T).1.mp hT
  rw [hF, hG] at h'
  -- with diagonal Fock blocks the equations decouple
  have amp : ∀ ab ij,
      rotPair V U T ab ij = -rotPair V U A ab ij / (orbitalGap e ε ab ij : 𝕜) := by
    rintro ⟨a, b⟩ ⟨i, j⟩
    have hne : (orbitalGap e ε (a, b) (i, j) : 𝕜) ≠ 0 :=
      RCLike.ofReal_ne_zero.mpr (hgap _ _)
    have h := congrFun (congrFun h' (a, b)) (i, j)
    simp only [residual, Matrix.of_apply, Matrix.diagonal_apply, ite_mul, mul_ite, zero_mul,
      mul_zero, Finset.sum_ite_eq, Finset.sum_ite_eq', Finset.mem_univ, if_true,
      Matrix.zero_apply] at h
    rw [eq_div_iff hne]
    simp only [orbitalGap, RCLike.ofReal_sub, RCLike.ofReal_add]
    linear_combination h
  refine ⟨amp, ?_⟩
  have key : ∀ ab ij, star (rotPair V U A ab ij) * rotPair V U T ab ij
      = -((‖rotPair V U A ab ij‖ ^ 2 / orbitalGap e ε ab ij : ℝ) : 𝕜) := by
    intro ab ij
    have hz : star (rotPair V U A ab ij) * rotPair V U A ab ij
        = (‖rotPair V U A ab ij‖ : 𝕜) ^ 2 := RCLike.conj_mul _
    rw [amp, RCLike.ofReal_div, RCLike.ofReal_pow, ← hz]
    ring
  rw [← mp2Energy_rot hU hV A T]
  simp only [mp2Energy, key, Finset.sum_neg_distrib]
  ring
```

In the proof, `amp` is the decoupled equation solved for $T'$, and `key` is $A'^*T'=-|A'|^2/\Delta$ for each entry. The energy invariance then carries the sum back to the original orbitals.

**Q:** What do the extra hypotheses mean for a molecule?

**A:** `hF` and `hG` say that $U$ and $V$ lead to canonical orbitals; such rotations exist when the Fock blocks are Hermitian. `hgap` excludes zero denominators, and it holds whenever every virtual energy lies above every occupied one. The hypothesis `hT` supplies a solution $T$; the theorem identifies it and does not construct it.

**Q:** Is there a concrete case with non-diagonal blocks and a solution?

**A:** Take two occupied and two virtual spin orbitals, with integrals that are antisymmetric in each pair and have entries $0$ and $\pm1$.

```lean
/-- Antisymmetric integrals for two occupied and two virtual spin orbitals. -/
def modelIntegrals : Matrix (Fin 2 × Fin 2) (Fin 2 × Fin 2) ℝ :=
  Matrix.of fun ab ij =>
    (!![0, 1; -1, 0] : Matrix (Fin 2) (Fin 2) ℝ) ab.1 ab.2 *
      (!![0, 1; -1, 0] : Matrix (Fin 2) (Fin 2) ℝ) ij.1 ij.2
```

The Fock blocks are $F=\begin{pmatrix}-2&1\\1&-2\end{pmatrix}$ and $G=\begin{pmatrix}2&1\\1&2\end{pmatrix}$. On an antisymmetric pair of two orbitals, $P(F)$ acts as the trace of $F$, which is $-4$, and $P(G)$ as the trace of $G$, which is $4$. The equations reduce to $A+8T=0$, so $T=-A/8$. Four entries of $A$ are nonzero, each of modulus one, hence $E=\tfrac14\cdot4\cdot(-\tfrac18)=-\tfrac18$. The formal proof checks all sixteen entries of the residual separately and then evaluates the energy sum.

```lean
/-- For the model integrals and these non-diagonal Fock blocks, minus one eighth of the integrals
solves the noncanonical MP2 equations, with energy minus one eighth. -/
theorem noncanonical_witness :
    residual !![-2, 1; 1, -2] !![2, 1; 1, 2] modelIntegrals
      ((-(1 / 8) : ℝ) • modelIntegrals) = 0 ∧
    mp2Energy modelIntegrals ((-(1 / 8) : ℝ) • modelIntegrals) = -(1 / 8) := by
  constructor
  · ext ⟨a, b⟩ ⟨i, j⟩
    fin_cases a <;> fin_cases b <;> fin_cases i <;> fin_cases j <;>
      simp [residual, modelIntegrals, Fin.sum_univ_two] <;> norm_num
  · simp [mp2Energy, modelIntegrals, Fintype.sum_prod_type, Fin.sum_univ_two]
    norm_num

end

end MP2OrbitalInvariance
```

```lean
#print axioms MP2OrbitalInvariance.mp2_orbital_invariance
-- 'MP2OrbitalInvariance.mp2_orbital_invariance' depends on axioms: [propext, Classical.choice, Quot.sound]
#print axioms MP2OrbitalInvariance.noncanonical_eq_canonical
-- 'MP2OrbitalInvariance.noncanonical_eq_canonical' depends on axioms: [propext, Classical.choice, Quot.sound]
```

**Q:** Then what may I conclude about local MP2 programs?

**A:** Localising the orbitals does not by itself change the MP2 energy, provided that the equations are solved in full in a finite orthonormal orbital set, with no occupied–virtual Fock coupling. Discarding distant pairs or restricting the virtual space for each pair is a further approximation, and its error has to be assessed separately.
